# The row-column vanishing lemma for Young symmetrisers and its converse

## Two particles

Take two particles labelled 0 and 1 and let τ be the transposition that exchanges them. Symmetrising is done by a = 1 + τ and antisymmetrising by b = 1 − τ. Since τ² = 1, we have a τ = a and τ b = −b, and so

a b = (a τ) b = a (τ b) = −a b,

which forces a b = 0, in agreement with (1 + τ)(1 − τ) = 1 − τ² = 0. An odd permutation that a absorbs with sign +1 and b absorbs with sign −1 makes the product equal to its own negative.

## The general claim

Let S_n be the group of permutations of the particles 0, …, n−1, with products read from right to left, (στ)(i) = σ(τ(i)), and let sgn(σ) = ±1 be the parity. The group algebra consists of formal rational combinations of permutations. For subgroups H and K define

a = Σ_{h∈H} h,   b = Σ_{k∈K} sgn(k) k.

These are unnormalised; the projectors are a/|H| and b/|K|, with |H| and |K| the orders of the subgroups, and such factors do not affect whether a product is zero. For a permutation g, let gKg⁻¹ be the subgroup of all g k g⁻¹ with k in K. The claim is

a g b = 0  ⇔  H ∩ gKg⁻¹ contains an odd permutation.

## Derivation

Absorption comes first. For h in H the map h′ ↦ h′h permutes H, so a h = Σ_{h′} h′h = a. For k in K the map k′ ↦ kk′ permutes K, and sgn(k′) = sgn(k) sgn(kk′) because sgn(k)² = 1, so

k b = Σ_{k′} sgn(k′) kk′ = sgn(k) Σ_{k′} sgn(kk′) kk′ = sgn(k) b.

Now let σ be odd and lie in both H and gKg⁻¹. Then k = g⁻¹σg lies in K, has the parity of σ, and satisfies σg = gk. Therefore

a g b = a σ g b = a g k b = −a g b,

and dividing 2 a g b = 0 by two gives a g b = 0.

For the converse, suppose that every shared permutation is even. Expand

a g b = Σ_{h∈H} Σ_{k∈K} sgn(k) h g k

and read off the coefficient of g, which is the sum of sgn(k) over the pairs with h g k = g. For such a pair k = g⁻¹h⁻¹g, so h⁻¹ lies in H and in gKg⁻¹. It is then even, and so is k. Every contribution is +1, and the pair h = k = 1 contributes, so the coefficient is positive and a g b ≠ 0.

## Rows and columns

Give particle i a row label r(i) and a column label c(i). The row group R consists of the σ with r(σ(i)) = r(i) for all i, and the column group C is defined likewise by c. A permutation σ lies in gCg⁻¹ when c(g⁻¹σ(i)) = c(g⁻¹(i)) for all i, so gCg⁻¹ is the column group of the relabelled columns c∘g⁻¹. With H = R and K = C the criterion becomes

a g b = 0  ⇔  there are i ≠ j with r(i) = r(j) and c(g⁻¹(i)) = c(g⁻¹(j)).

If such a pair exists, the transposition (i j) is odd and preserves both labellings. If none exists, take any shared σ: the particles σ(i) and i have the same row and the same relabelled column, so σ(i) = i for all i, and the only shared permutation is the identity, which is even.

If some row holds more particles than c has columns, then for every g two particles of that row have the same value of c∘g⁻¹. Hence a g b = 0 for every g, and by linearity a x b = 0 for every element x of the algebra.

For n = 0 and n = 1 there is no odd permutation, a, g and b all equal 1, and both sides of each equivalence are false. For three particles with rows {0,1}, {2} and columns {0,2}, {1}, we have a = 1 + (0 1) and b = 1 − (0 2). For g = (1 2), g (0 2) = (0 1) g, so

a g b = (1 + (0 1)) (1 − (0 1)) g = 0,

while g = 1 gives four distinct permutations,

a b = 1 + (0 1) − (0 2) − (0 1)(0 2) ≠ 0.

With the projectors a/2 and b/2 each coefficient becomes ±1/4.

## Use in a calculation

In a sum over g of terms a g b, the criterion serves as a screening test: a term survives exactly when the n pairs (r(i), c(g⁻¹(i))) are all different. A program can insert them into a set and skip g at the first repeat, at a cost of n insertions in place of expanding |R|·|C| products. In the three-particle example a term is skipped when g carries {0,2} onto {0,1}, which removes two of the six permutations.

Each of n electrons has two spin states, so the tableaux describing the permutation symmetry of the spin functions have at most two rows. Antisymmetry of the total wavefunction pairs each shape with the transposed shape for the spatial functions, which thus has at most two columns. With b the column antisymmetriser of such a spatial tableau, a symmetriser over three particles annihilates x b for every x. The passage from the algebra to operators on wavefunctions, like the two-column restriction and the count of skipped permutations, is commentary on the theorems below and was not itself formalised.

## The formal development

The number of particles `n` is any natural number, and `ι` and `κ` are arbitrary types of row and column labels.

In Lean 4 with Mathlib:

```lean
import Mathlib

open Equiv
open scoped Classical

namespace YoungRowColumn

noncomputable section

variable {n : ℕ} {ι κ : Type}
```

Particles are the elements of `Fin n`, numbered from 0, and S_n is `Perm (Fin n)`, whose product composes from right to left as above. The map `perm` turns a permutation into a basis element of the algebra and respects products; `sgn` converts the parity into a rational coefficient.

```lean
/-- The rational group algebra of the permutations of `n` particles. -/
abbrev GroupAlg (n : ℕ) := MonoidAlgebra ℚ (Perm (Fin n))

/-- A permutation regarded as an element of the group algebra. -/
def perm : Perm (Fin n) →* GroupAlg n := MonoidAlgebra.of ℚ (Perm (Fin n))

/-- The parity of a permutation as a rational number. -/
def sgn (σ : Perm (Fin n)) : ℚ := (((Perm.sign σ : ℤˣ) : ℤ) : ℚ)
```

The elements a and b are `symSum H` and `altSum K`, without the factors 1/|H| and 1/|K|, and gKg⁻¹ is `conjSub g K`, the image of K under k ↦ g k g⁻¹.

```lean
/-- The symmetriser of a subgroup: the sum of its permutations. -/
def symSum (H : Subgroup (Perm (Fin n))) : GroupAlg n := ∑ h : H, perm (h : Perm (Fin n))

/-- The antisymmetriser of a subgroup: the sum of its permutations weighted by parity. -/
def altSum (K : Subgroup (Perm (Fin n))) : GroupAlg n :=
  ∑ k : K, sgn (k : Perm (Fin n)) • perm (k : Perm (Fin n))

/-- The conjugate subgroup `g K g⁻¹`. -/
def conjSub (g : Perm (Fin n)) (K : Subgroup (Perm (Fin n))) : Subgroup (Perm (Fin n)) :=
  K.map (MulAut.conj g).toMonoidHom
```

Both R and C are instances of `blockGroup`. A tableau enters only through its two labellings. Nothing requires r and c to come from the same Young diagram, or the rows to decrease in length, so the statements apply to any two partitions of the particles into blocks.

```lean
/-- The permutations that keep every particle in its block, blocks being given by a label `r`;
for row (column) labels of a tableau this is the row (column) group. -/
def blockGroup (r : Fin n → ι) : Subgroup (Perm (Fin n)) where
  carrier := {σ | ∀ i, r (σ i) = r i}
  mul_mem' := fun {_ b} ha hb i => (ha (b i)).trans (hb i)
  one_mem' := fun _ => rfl
  inv_mem' := fun {a} ha i => (ha (a⁻¹ i)).symm.trans (congrArg r (a.apply_symm_apply i))
```

The coefficient of g is extracted through the left regular representation. The matrix `reg x` has entry 1 at (u, v) when u = x v, so the entry at (g, 1) of the matrix of an algebra element is its coefficient of g.

```lean
/-- The left regular representation: `x` acts by the matrix sending basis vector `v` to `x v`. -/
def reg : Perm (Fin n) →* Matrix (Perm (Fin n)) (Perm (Fin n)) ℚ where
  toFun x := Matrix.of fun u v => if u = x * v then 1 else 0
  map_one' := by
    ext u v
    simp [Matrix.one_apply]
  map_mul' x y := by
    ext u v
    simp [Matrix.mul_apply, mul_assoc]
```

Two lemmas justify the substitution k = g⁻¹σg: it lies in K exactly when σ lies in gKg⁻¹, and it has the parity of σ.

```lean
/-- A permutation `σ` lies in `g K g⁻¹` exactly when `g⁻¹ σ g` lies in `K`. -/
theorem mem_conjSub {g σ : Perm (Fin n)} {K : Subgroup (Perm (Fin n))} :
    σ ∈ conjSub g K ↔ g⁻¹ * σ * g ∈ K := by
  rw [conjSub, Subgroup.mem_map]
  constructor
  · rintro ⟨k, hk, rfl⟩
    show g⁻¹ * (g * k * g⁻¹) * g ∈ K
    have e : g⁻¹ * (g * k * g⁻¹) * g = k := by group
    rwa [e]
  · intro h
    exact ⟨_, h, by show g * (g⁻¹ * σ * g) * g⁻¹ = σ; group⟩

/-- Conjugation preserves parity. -/
theorem sign_conj (g σ : Perm (Fin n)) : Perm.sign (g⁻¹ * σ * g) = Perm.sign σ := by
  rw [map_mul, map_mul, map_inv, mul_right_comm, inv_mul_cancel, one_mul]
```

The absorption rules follow. In each proof `Fintype.sum_equiv` reindexes the sum, by right multiplication in H and by left multiplication in K; `hmul` and `hsq` supply the multiplicativity of the parity and sgn(k)² = 1.

```lean
/-- The symmetriser of `H` absorbs any permutation of `H` on its right. -/
theorem symSum_mul {H : Subgroup (Perm (Fin n))} {h : Perm (Fin n)} (hh : h ∈ H) :
    symSum H * perm h = symSum H := by
  rw [symSum, Finset.sum_mul]
  refine Fintype.sum_equiv (Equiv.mulRight (⟨h, hh⟩ : H)) _ _ fun x => ?_
  show perm (x : Perm (Fin n)) * perm h = perm ((x : Perm (Fin n)) * h)
  rw [map_mul]

/-- The antisymmetriser of `K` absorbs any permutation of `K` on its left, up to its parity. -/
theorem mul_altSum {K : Subgroup (Perm (Fin n))} {k : Perm (Fin n)} (hk : k ∈ K) :
    perm k * altSum K = sgn k • altSum K := by
  have hmul : ∀ x, sgn (k * x) = sgn k * sgn x := fun x => by simp [sgn]
  have hsq : sgn k * sgn k = 1 := by
    rcases Int.units_eq_one_or (Perm.sign k) with h | h <;> simp [sgn, h]
  rw [altSum, Finset.mul_sum, Finset.smul_sum]
  refine Fintype.sum_equiv (Equiv.mulLeft (⟨k, hk⟩ : K)) _ _ fun x => ?_
  show perm k * (sgn (x : Perm (Fin n)) • perm (x : Perm (Fin n)))
    = sgn k • sgn (k * (x : Perm (Fin n))) • perm (k * (x : Perm (Fin n)))
  rw [mul_smul_comm, smul_smul, map_mul, hmul, ← mul_assoc, hsq, one_mul]
```

In `vanish_of_odd` the hypotheses `hH`, `hK` and `hodd` say that σ lies in H, lies in gKg⁻¹ and is odd. The equation σg = gk is `hg`, the three lines of the first `calc` block are the three equalities a g b = a σ g b = a g k b = −a g b, and the last two lines write X as (X + X)/2, which is where this proof uses the rational coefficients.

```lean
/-- Vanishing lemma: if `H` and `g K g⁻¹` share an odd permutation, then `a g b = 0` for the
symmetriser `a` of `H` and the antisymmetriser `b` of `K`. -/
theorem vanish_of_odd {H K : Subgroup (Perm (Fin n))} {g σ : Perm (Fin n)}
    (hH : σ ∈ H) (hK : σ ∈ conjSub g K) (hodd : Perm.sign σ = -1) :
    symSum H * perm g * altSum K = 0 := by
  have hs : sgn (g⁻¹ * σ * g) = -1 := by
    rw [sgn, sign_conj, hodd]
    simp
  have hg : perm σ * perm g = perm g * perm (g⁻¹ * σ * g) := by
    rw [← map_mul, ← map_mul]
    congr 1
    group
  -- move the shared permutation from `a`, through `g`, into `b`
  have h : symSum H * perm g * altSum K = -(symSum H * perm g * altSum K) := by
    calc symSum H * perm g * altSum K
        = symSum H * (perm σ * perm g) * altSum K := by rw [← mul_assoc, symSum_mul hH]
      _ = symSum H * perm g * (perm (g⁻¹ * σ * g) * altSum K) := by
          rw [hg]; simp only [mul_assoc]
      _ = -(symSum H * perm g * altSum K) := by
          rw [mul_altSum (mem_conjSub.mp hK), hs, neg_one_smul, mul_neg]
  generalize symSum H * perm g * altSum K = X at h
  calc X = (1 / 2 : ℚ) • (X + X) := by module
    _ = 0 := by rw [eq_neg_iff_add_eq_zero.mp h, smul_zero]
```

For the converse, `φ` extends `reg` linearly to the algebra. The expansion is `hexp`, and `hent` takes its (g, 1) entry. In `hterm` a term is zero unless g = h g k, in which case `ek` gives k = g⁻¹h⁻¹g and `heven` applied to h⁻¹ makes k even. Then `hpos` combines non-negative terms with the positive term h = k = 1, using the order of ℚ. A zero element would have entry zero, which is the contradiction. Positivity is what is established; the value of the coefficient is not computed.

```lean
/-- Converse: if every permutation shared by `H` and `g K g⁻¹` is even, then `a g b ≠ 0`. -/
theorem ne_zero_of_even {H K : Subgroup (Perm (Fin n))} {g : Perm (Fin n)}
    (heven : ∀ σ ∈ H, σ ∈ conjSub g K → Perm.sign σ = 1) :
    symSum H * perm g * altSum K ≠ 0 := by
  let φ : GroupAlg n →ₐ[ℚ] Matrix (Perm (Fin n)) (Perm (Fin n)) ℚ :=
    MonoidAlgebra.lift ℚ _ _ reg
  have hφ : ∀ σ, φ (perm σ) = reg σ := fun σ => by
    exact MonoidAlgebra.lift_of reg σ
  have hr : ∀ x u v : Perm (Fin n), reg x u v = if u = x * v then 1 else 0 :=
    fun _ _ _ => rfl
  have hexp : symSum H * perm g * altSum K
      = ∑ h : H, ∑ k : K, sgn (k : Perm (Fin n))
          • perm ((h : Perm (Fin n)) * g * (k : Perm (Fin n))) := by
    rw [symSum, altSum, Finset.sum_mul, Finset.sum_mul_sum]
    simp only [mul_smul_comm, map_mul]
  -- the weight of `g` in `a g b` is a sum over the solutions of `g = h g k`
  have hent : φ (symSum H * perm g * altSum K) g 1
      = ∑ h : H, ∑ k : K, sgn (k : Perm (Fin n))
          * reg ((h : Perm (Fin n)) * g * (k : Perm (Fin n))) g 1 := by
    rw [hexp]
    simp only [map_sum, map_smul, hφ, Matrix.sum_apply, Matrix.smul_apply, smul_eq_mul]
  -- each solution has `k` even
  have hterm : ∀ h ∈ H, ∀ k ∈ K, 0 ≤ sgn k * reg (h * g * k) g 1 := by
    intro h hh k hk
    rw [hr]
    split_ifs with e
    · have ek : g⁻¹ * h⁻¹ * g = k := by
        calc g⁻¹ * h⁻¹ * g = g⁻¹ * h⁻¹ * (h * g * k * 1) := by rw [← e]
          _ = k := by group
      have hs := heven h⁻¹ (H.inv_mem hh) (mem_conjSub.mpr (by rw [ek]; exact hk))
      rw [← sign_conj g, ek] at hs
      simp [sgn, hs]
    · simp
  have hpos : 0 < φ (symSum H * perm g * altSum K) g 1 := by
    rw [hent]
    refine Finset.sum_pos' (fun h _ => Finset.sum_nonneg fun k _ => hterm _ h.2 _ k.2)
      ⟨1, Finset.mem_univ _, Finset.sum_pos' (fun k _ => hterm _ (1 : H).2 _ k.2)
        ⟨1, Finset.mem_univ _, ?_⟩⟩
    show 0 < sgn (1 : Perm (Fin n)) * reg (1 * g * 1) g 1
    rw [hr]
    simp [sgn]
  intro h0
  rw [h0, map_zero] at hpos
  exact lt_irrefl (0 : ℚ) hpos
```

The equivalence joins the two directions, a parity being either 1 or −1.

```lean
/-- `a g b` vanishes exactly when `H` and `g K g⁻¹` share an odd permutation. -/
theorem vanish_iff (H K : Subgroup (Perm (Fin n))) (g : Perm (Fin n)) :
    symSum H * perm g * altSum K = 0 ↔ ∃ σ ∈ H, σ ∈ conjSub g K ∧ Perm.sign σ = -1 := by
  constructor
  · intro h0
    by_contra hno
    refine ne_zero_of_even (fun σ hH hK => ?_) h0
    exact (Int.units_eq_one_or _).resolve_right fun hs => hno ⟨σ, hH, hK, hs⟩
  · rintro ⟨σ, hH, hK, hs⟩
    exact vanish_of_odd hH hK hs
```

In `row_column_iff` the right-hand side is the pair condition with `c (g⁻¹ i) = c (g⁻¹ j)`. From left to right, `h1` shows that in the absence of a pair the shared σ is the identity, by offering (σ(i), i) as a pair whenever σ moves i. From right to left, `key` states that `swap i j` preserves any labelling that agrees on i and j; it is used once for r and once for c∘g⁻¹. The theorem decides whether a g b is zero and says no more about the surviving g: their factorisation into a row and a column permutation for a genuine tableau, and the resulting quasi-idempotence of the Young symmetriser a b, are not treated.

```lean
/-- Row-column lemma: with row labels `r` and column labels `c`, the product of row symmetriser,
`g` and column antisymmetriser vanishes exactly when two distinct particles `i, j` share a row
while `g⁻¹ i, g⁻¹ j` share a column. -/
theorem row_column_iff (r : Fin n → ι) (c : Fin n → κ) (g : Perm (Fin n)) :
    symSum (blockGroup r) * perm g * altSum (blockGroup c) = 0 ↔
      ∃ i j, i ≠ j ∧ r i = r j ∧ c (g⁻¹ i) = c (g⁻¹ j) := by
  rw [vanish_iff]
  constructor
  · rintro ⟨σ, hR, hC, hs⟩
    by_contra hno
    -- without such a pair the shared permutation fixes every particle
    have h1 : σ = 1 := by
      refine Equiv.ext fun i => ?_
      by_contra hne
      have hc : c (g⁻¹ (σ (g (g⁻¹ i)))) = c (g⁻¹ i) := mem_conjSub.mp hC (g⁻¹ i)
      have hi : g (g⁻¹ i) = i := g.apply_symm_apply i
      rw [hi] at hc
      exact hno ⟨σ i, i, hne, hR i, hc⟩
    rw [h1, map_one] at hs
    exact absurd hs (by decide)
  · rintro ⟨i, j, hij, hr, hc⟩
    -- the transposition of the pair is the shared odd permutation
    have key : ∀ (μ : Type) (f : Fin n → μ), f i = f j → ∀ x, f (swap i j x) = f x := by
      intro μ f hf x
      rw [swap_apply_def]
      split_ifs with h1 h2
      · rw [h1, hf]
      · rw [h2, hf]
      · rfl
    refine ⟨swap i j, key ι r hr, mem_conjSub.mpr fun x => ?_, Perm.sign_swap hij⟩
    have h2 : c (g⁻¹ (swap i j (g x))) = c (g⁻¹ (g x)) :=
      key κ (fun y => c (g⁻¹ y)) hc (g x)
    exact h2.trans (congrArg c (g.symm_apply_apply x))
```

In `vanish_of_long_row` the hypothesis `hρ` compares the number of column labels actually used, `(Finset.univ.image c).card`, with the number of particles in the row labelled ρ. The induction reduces x to a single permutation, where the pigeonhole principle applied to i ↦ c(g⁻¹(i)) yields the pair; sums and scalar multiples follow by linearity. A single long row is a special case of the comparison of shapes by which symmetrisers of different diagrams annihilate each other, and shapes that differ only further down are not covered by this hypothesis.

```lean
/-- If some row of `r` holds more particles than `c` has columns, then `a x b = 0` for every
element `x` of the group algebra. -/
theorem vanish_of_long_row (r : Fin n → ι) (c : Fin n → κ) (ρ : ι)
    (hρ : (Finset.univ.image c).card < (Finset.univ.filter fun i => r i = ρ).card)
    (x : GroupAlg n) : symSum (blockGroup r) * x * altSum (blockGroup c) = 0 := by
  induction x using MonoidAlgebra.induction_on
  · rename_i g
    obtain ⟨i, hi, j, hj, hij, e⟩ := Finset.exists_ne_map_eq_of_card_lt_of_maps_to hρ
      (f := fun i => c (g⁻¹ i)) (fun _ _ => by simp)
    exact (row_column_iff r c g).mpr
      ⟨i, j, hij, (Finset.mem_filter.mp hi).2.trans (Finset.mem_filter.mp hj).2.symm, e⟩
  · rename_i x y hx hy
    rw [mul_add, add_mul, hx, hy, add_zero]
  · rename_i q x hx
    rw [mul_smul_comm, smul_mul_assoc, hx, smul_zero]
```

The three-particle example has row labels `![0, 0, 1]` and column labels `![0, 1, 0]`. For g = (1 2) the pair is i = 0, j = 1, since g⁻¹(0) = 0 and g⁻¹(1) = 2 share column 0. For g = 1, `decide` checks all pairs and finds none, so both outcomes of the criterion occur for one tableau.

```lean
/-- For three particles with rows `{0,1},{2}` and columns `{0,2},{1}`, the product `a g b`
vanishes for the transposition `g = (1 2)` and does not vanish for the identity. -/
theorem row_column_witness :
    symSum (blockGroup (![0, 0, 1] : Fin 3 → ℕ)) * perm (swap 1 2)
        * altSum (blockGroup (![0, 1, 0] : Fin 3 → ℕ)) = 0 ∧
      symSum (blockGroup (![0, 0, 1] : Fin 3 → ℕ)) * perm 1
        * altSum (blockGroup (![0, 1, 0] : Fin 3 → ℕ)) ≠ 0 := by
  constructor
  · exact (row_column_iff _ _ _).mpr ⟨0, 1, by decide, by decide, by decide⟩
  · rw [Ne, row_column_iff]
    decide

end

end YoungRowColumn
```

```lean
#print axioms YoungRowColumn.row_column_iff
-- 'YoungRowColumn.row_column_iff' depends on axioms: [propext, Classical.choice, Quot.sound]
#print axioms YoungRowColumn.vanish_of_long_row
-- 'YoungRowColumn.vanish_of_long_row' depends on axioms: [propext, Classical.choice, Quot.sound]
```
